# The relative error of trapezoidal Laplace quadrature for 1/x on an infinite logarithmic grid is periodic in ln x

A code that replaces an inverse energy denominator \(1/x\) by a sum of exponentials is usually tested on some range of \(x\). A stretched bond then narrows the gap, or a larger basis adds high virtual orbitals, and denominators appear outside that range. In general, an error bound found in the test need not hold for them. For the trapezoidal sum over an infinite logarithmic grid it does, once the tested range covers a full period in \(\ln x\): a bound on the relative error over one period of denominators holds for every positive denominator.

## The invariance and the energy bound

Let \(h>0\) be the grid step and \(x>0\) the denominator. Define

\[
T_j(x)=\exp\!\left(jh-x e^{jh}\right),\qquad S(x)=h\sum_{j\in\mathbb Z}T_j(x),\qquad R(x)=\frac{S(x)-1/x}{1/x}.
\]

The series converges, \(S(x)>0\), and

\[
x e^h\,S(x e^h)=x\,S(x),\qquad R(x e^h)=R(x).
\]

If \(|R(x)|\le\varepsilon\) for all \(x\) in \([x_0,x_0e^h)\), with \(x_0>0\), then for any finite set of real weights \(w_k\) and positive denominators \(D_k\),

\[
\Big|\sum_k w_k S(D_k)-\sum_k \frac{w_k}{D_k}\Big|\le\varepsilon\sum_k\frac{|w_k|}{D_k}.
\]

## Use in second-order perturbation theory

In Laplace-transformed MP2, \(D_k\) is an orbital-energy difference \(\epsilon_a+\epsilon_b-\epsilon_i-\epsilon_j\), and \(w_k\) holds the integrals. Each exponential \(e^{-D_k t}\) factorises over the four orbitals, which \(1/D_k\) does not. In the spin-orbital form all weights have the same sign, so for a finite orbital basis with positive denominators and the untruncated grid, \(\varepsilon\) bounds the relative quadrature error of the MP2 correlation energy itself.

On this grid the nodes are \(t_j=e^{jh}\) and the quadrature weights are \(he^{jh}\). The step \(h\) can be chosen by examining \(xS(x)-1\) over one period. Sampled points alone give an estimate of \(\varepsilon\); a bound also needs control between the samples.

A code that uses this grid keeps only finitely many nodes, say \(-M\le j\le N\). Scaling \(x\) by \(e^h\) then moves this window by one node, so the periodicity is broken by the two end terms. The cut therefore has to be chosen for the actual range of denominators: the largest one governs the relative error from the missing small nodes, and the smallest one governs that from the missing large nodes, provided \(x e^{-(M+1)h}\le 1\le x e^{(N+1)h}\) throughout the range.

## From a shift by one node to the bound

The quadrature comes from substituting \(t=e^u\) in the Laplace integral,

\[
\frac1x=\int_0^\infty e^{-xt}\,dt=\int_{-\infty}^{\infty}e^{u-xe^u}\,du,
\]

and applying the trapezoidal rule at \(u=jh\).

**Convergence.** For \(j=-n\le0\), dropping the negative term \(-xe^{-nh}\) from the exponent gives \(T_{-n}(x)\le e^{-nh}\). For \(j=n\ge0\), put \(E=e^{nh}\). Since \(e^{xE}\ge (xE)^2/2\),

\[
T_n(x)=E e^{-xE}\le\frac{2}{x^2E}=\frac{2}{x^2}e^{-nh}.
\]

Both bounds are geometric with ratio \(e^{-h}<1\). All terms are positive, hence \(S(x)>0\).

**Scaling.** Multiplying one term by \(e^h\) gives

\[
e^hT_j(xe^h)=\exp\!\left((j+1)h-xe^{(j+1)h}\right)=T_{j+1}(x).
\]

Summing over all integers yields \(e^hS(xe^h)=S(x)\), and multiplication by \(x\) gives the invariance. Since \(R(x)=xS(x)-1\), the relative error is invariant too. As a function of \(\ln x\), it therefore has period \(h\).

**Finite sums.** For each \(D_k>0\) there is an integer \(m\) with \(y=D_ke^{mh}\) in \([x_0,x_0e^h)\), so \(|R(D_k)|=|R(y)|\le\varepsilon\). Because

\[
w_kS(D_k)-\frac{w_k}{D_k}=\frac{w_k}{D_k}R(D_k),
\]

the triangle inequality gives the bound.

## The Lean file

```lean
import Mathlib

namespace LaplaceEnergyDenominator

noncomputable section

/-- The term with index `j`, without the common factor `h`, of the Laplace quadrature on a
logarithmic grid of step `h`, for the energy denominator `x`. -/
def laplaceTerm (h x : ℝ) (j : ℤ) : ℝ := Real.exp (j * h - x * Real.exp (j * h))

/-- The quadrature approximation `S(x)` to the inverse energy denominator `1/x`. -/
def laplaceSum (h x : ℝ) : ℝ := h * ∑' j : ℤ, laplaceTerm h x j

/-- The relative error of the quadrature against `1/x`. -/
def relError (h x : ℝ) : ℝ := (laplaceSum h x - 1 / x) / (1 / x)

/-- Scaling the denominator by `exp h` shifts the grid index by one, up to a factor `exp h`. -/
theorem laplaceTerm_scale (h x : ℝ) (j : ℤ) :
    laplaceTerm h (x * Real.exp h) j * Real.exp h = laplaceTerm h x (j + 1) := by
  have e : Real.exp (((j : ℝ) + 1) * h) = Real.exp (j * h) * Real.exp h := by
    rw [← Real.exp_add]
    congr 1
    ring
  unfold laplaceTerm
  rw [← Real.exp_add, Int.cast_add, Int.cast_one, e]
  congr 1
  ring

/-- The quadrature series converges for every positive step and positive denominator. -/
theorem summable_laplaceTerm {h x : ℝ} (hh : 0 < h) (hx : 0 < x) :
    Summable (laplaceTerm h x) := by
  have hg : Summable (fun n : ℕ => Real.exp (-((n : ℝ) * h))) := by
    have e : (fun n : ℕ => Real.exp (-((n : ℝ) * h))) = fun n : ℕ => Real.exp (-h) ^ n := by
      funext n
      rw [← Real.exp_nat_mul]
      congr 1
      ring
    rw [e]
    exact summable_geometric_of_lt_one (Real.exp_pos _).le
      (Real.exp_lt_one_iff.2 (by linarith))
  -- the exponential beats the square, which tames the large nodes
  have key : ∀ E : ℝ, 0 < E → E ≤ 2 / x ^ 2 * E⁻¹ * Real.exp (x * E) := by
    intro E hE
    have hxE : 0 < x * E := mul_pos hx hE
    have q := Real.quadratic_le_exp_of_nonneg hxE.le
    calc E = 2 / x ^ 2 * E⁻¹ * ((x * E) ^ 2 / 2) := by field_simp
      _ ≤ _ := mul_le_mul_of_nonneg_left (by linarith) (by positivity)
  refine Summable.of_nat_of_neg ?_ ?_
  · refine Summable.of_nonneg_of_le (fun n => (Real.exp_pos _).le) (fun n => ?_)
      (hg.mul_left (2 / x ^ 2))
    unfold laplaceTerm
    rw [Int.cast_natCast, Real.exp_sub, Real.exp_neg, div_le_iff₀ (Real.exp_pos _)]
    exact key _ (Real.exp_pos _)
  · refine Summable.of_nonneg_of_le (fun n => (Real.exp_pos _).le) (fun n => ?_) hg
    have c : ((-(n : ℤ) : ℤ) : ℝ) = -(n : ℝ) := by simp
    unfold laplaceTerm
    rw [c]
    have p : 0 < x * Real.exp (-(n : ℝ) * h) := mul_pos hx (Real.exp_pos _)
    exact Real.exp_le_exp.2 (by linarith)

/-- For a positive denominator the relative error is `x S(x) - 1`. -/
theorem relError_eq (h : ℝ) {x : ℝ} (hx : 0 < x) : relError h x = x * laplaceSum h x - 1 := by
  rw [relError, div_div_eq_mul_div, div_one, sub_mul, one_div_mul_cancel hx.ne', mul_comm]

/-- The quadrature series converges to a positive value, and both `x S(x)` and the relative
error against `1/x` are unchanged when `x` is multiplied by `exp h`. -/
theorem laplace_quadrature_scaling {h x : ℝ} (hh : 0 < h) (hx : 0 < x) :
    Summable (laplaceTerm h x) ∧ 0 < laplaceSum h x ∧
      (x * Real.exp h) * laplaceSum h (x * Real.exp h) = x * laplaceSum h x ∧
      relError h (x * Real.exp h) = relError h x := by
  have hs := summable_laplaceTerm hh hx
  -- the sum over all integers does not see a shift of the index
  have shift : Real.exp h * ∑' j : ℤ, laplaceTerm h (x * Real.exp h) j
      = ∑' j : ℤ, laplaceTerm h x j :=
    calc Real.exp h * ∑' j : ℤ, laplaceTerm h (x * Real.exp h) j
        = ∑' j : ℤ, Real.exp h * laplaceTerm h (x * Real.exp h) j := tsum_mul_left.symm
      _ = ∑' j : ℤ, laplaceTerm h x (Equiv.addRight (1 : ℤ) j) :=
          tsum_congr fun j => (mul_comm _ _).trans (laplaceTerm_scale h x j)
      _ = ∑' j : ℤ, laplaceTerm h x j := (Equiv.addRight (1 : ℤ)).tsum_eq _
  have inv : (x * Real.exp h) * laplaceSum h (x * Real.exp h) = x * laplaceSum h x := by
    unfold laplaceSum
    linear_combination x * h * shift
  refine ⟨hs, mul_pos hh (hs.tsum_pos (fun j => (Real.exp_pos _).le) 0 (Real.exp_pos _)), inv, ?_⟩
  rw [relError_eq h (mul_pos hx (Real.exp_pos h)), relError_eq h hx, inv]

/-- As a function of the logarithm of the denominator, the relative error has period `h`. -/
theorem relError_log_periodic {h : ℝ} (hh : 0 < h) :
    Function.Periodic (fun t => relError h (Real.exp t)) h := by
  intro t
  show relError h (Real.exp (t + h)) = relError h (Real.exp t)
  rw [Real.exp_add]
  exact (laplace_quadrature_scaling hh (Real.exp_pos t)).2.2.2

/-- A relative error bound that holds on one logarithmic period of denominators bounds the error
of a finite sum of weighted inverse denominators, for any positive denominators. -/
theorem energy_error_of_one_period {ι : Type*} {h x₀ ε : ℝ} (hh : 0 < h) (hx₀ : 0 < x₀)
    (hε : ∀ x ∈ Set.Ico x₀ (x₀ * Real.exp h), |relError h x| ≤ ε)
    (s : Finset ι) (w D : ι → ℝ) (hD : ∀ k ∈ s, 0 < D k) :
    |∑ k ∈ s, w k * laplaceSum h (D k) - ∑ k ∈ s, w k / D k| ≤ ε * ∑ k ∈ s, |w k| / D k := by
  rw [← Finset.sum_sub_distrib, Finset.mul_sum]
  refine (Finset.abs_sum_le_sum_abs _ _).trans (Finset.sum_le_sum fun k hk => ?_)
  have hk0 := hD k hk
  -- periodicity moves the denominator into the period that was checked
  have r : |relError h (D k)| ≤ ε := by
    obtain ⟨y, hy, hxy⟩ :=
      (relError_log_periodic hh).exists_mem_Ico hh (Real.log (D k)) (Real.log x₀)
    have hxy' : relError h (Real.exp (Real.log (D k))) = relError h (Real.exp y) := hxy
    rw [Real.exp_log hk0] at hxy'
    rw [hxy']
    refine hε _ ⟨?_, ?_⟩
    · have := Real.exp_le_exp.2 hy.1
      rwa [Real.exp_log hx₀] at this
    · have := Real.exp_lt_exp.2 hy.2
      rwa [Real.exp_add, Real.exp_log hx₀] at this
  have e : w k * laplaceSum h (D k) - w k / D k = w k / D k * relError h (D k) := by
    rw [relError_eq h hk0, mul_sub, mul_one, ← mul_assoc, div_mul_cancel₀ _ hk0.ne']
  rw [e, abs_mul, abs_div, abs_of_pos hk0, mul_comm]
  exact mul_le_mul_of_nonneg_right r (div_nonneg (abs_nonneg _) hk0.le)

end

end LaplaceEnergyDenominator
```

```lean
#print axioms LaplaceEnergyDenominator.energy_error_of_one_period
-- 'LaplaceEnergyDenominator.energy_error_of_one_period' depends on axioms: [propext, Classical.choice, Quot.sound]
```

## How the statements map to the quadrature

`laplaceTerm h x j` is \(T_j(x)\), `laplaceSum h x` is \(S(x)\), and `relError h x` is \(R(x)\). Energies are plain real numbers, so \(x\) is measured in a fixed energy unit and the nodes in its inverse. `laplace_quadrature_scaling` collects convergence, positivity and the two invariances; `relError_log_periodic` restates the last one in the variable \(\ln x\), which the code calls `t`.

In `energy_error_of_one_period`, the finite set `s` labels the contributions, and `w` and `D` are their weights and denominators. The hypothesis `hD` requires positive denominators; in MP2 a gap between occupied and virtual levels guarantees this. The hypothesis `hε` is the error bound on one half-open period, `Set.Ico x₀ (x₀ * Real.exp h)`.

## How the proof runs, and the reindexing it turns on

`summable_laplaceTerm` splits the integers with `Summable.of_nat_of_neg` and compares each half with the geometric series `hg`; its step `key` is the estimate for large nodes. `laplaceTerm_scale` is the one-term identity, and `relError_eq` is \(R=xS-1\).

The proof turns on `Equiv.tsum_eq`: an infinite sum keeps its value when its index is relabelled by a bijection. Here the bijection is `Equiv.addRight (1 : ℤ)`, that is, \(j\mapsto j+1\). On the natural numbers this map misses zero, and a boundary term would remain. The lemma needs no summability hypothesis, because Lean assigns a divergent sum the value zero; the separate convergence proof is what makes the identity one about an actual limit. `linear_combination x * h * shift` then multiplies the identity `shift` by \(xh\).

For the energy bound, `exists_mem_Ico` moves \(\ln D_k\) into the period starting at \(\ln x_0\), and `Finset.abs_sum_le_sum_abs` is the triangle inequality.

## What still has to be supplied for a given code

The theorems give no numerical value of \(\varepsilon\) and no rate at which it falls with \(h\). They concern exact real arithmetic and the infinite grid, so truncation and rounding errors need their own estimates. Quadratures with fitted nodes, such as minimax grids, are not covered, since their nodes are not in general equally spaced in the logarithm. Zero or negative denominators are excluded as well.
